# For Hermitian X in finite dimension, a Thomas–Reiche–Kuhn constant common to all levels is zero

A program that tests the Thomas–Reiche–Kuhn sum rule on every eigenstate of a finite Hamiltonian matrix will report a failure even if the code is correct. For a particle of mass $\mu$ in a local potential $U(x)$, the canonical commutator gives $[x,[H,x]]=\hbar^2/\mu$, hence the same positive energy-weighted sum $\hbar^2/2\mu$ for every bound level, provided that the sum runs over all final states, including any continuum. Finite Hermitian matrices cannot reproduce this: their sums cancel over the levels.

## Levels, line strengths and weighted sums

The state vectors form a complex inner product space `V` with an orthonormal basis $b_n$, indexed by a finite type `ι`.

In Lean 4 with Mathlib:

```lean
import Mathlib

open scoped InnerProductSpace
open Matrix

namespace FiniteSumRule

noncomputable section

variable {ι V : Type*} [Fintype ι] [NormedAddCommGroup V] [InnerProductSpace ℂ V]
```

Operators are linear maps, and $[A,B]=AB-BA$.

```lean
/-- The commutator of two operators. -/
def comm (A B : Module.End ℂ V) : Module.End ℂ V := A * B - B * A
```

Write $X_{nm}=\langle b_n, Xb_m\rangle$ for the amplitude from $m$ to $n$. The line strength is $|X_{nm}|^2$, without prefactors or units.

```lean
/-- The line strength: the squared modulus of the matrix element of `X` from `m` to `n`. -/
def strength (b : OrthonormalBasis ι ℂ V) (X : Module.End ℂ V) (n m : ι) : ℝ :=
  ‖⟪b n, X (b m)⟫_ℂ‖ ^ 2
```

The energy-weighted sum out of level $m$ is
$$S_m=\sum_n (E_n-E_m)\,|X_{nm}|^2 .$$

```lean
/-- The sum of line strengths out of level `m`, each weighted by its transition energy. -/
def weightedSum (b : OrthonormalBasis ι ℂ V) (E : ι → ℝ) (X : Module.End ℂ V) (m : ι) : ℝ :=
  ∑ n, (E n - E m) * strength b X n m
```

## The double commutator

The hypothesis `hH` says $Hb_n=E_nb_n$ with real $E_n$, which makes $H$ Hermitian. Expanding $v=\sum_k\langle b_k,v\rangle b_k$ gives
$$\langle b_n,Hv\rangle=\sum_k E_k\langle b_k,v\rangle\,\delta_{nk}=E_n\langle b_n,v\rangle .$$
The `calc` block makes the same expansion, and `simp` evaluates the Kronecker delta.

```lean
/-- Projecting `H v` on an energy eigenstate multiplies the amplitude of `v` by the energy. -/
theorem inner_eigen (b : OrthonormalBasis ι ℂ V) {E : ι → ℝ} {H : Module.End ℂ V}
    (hH : ∀ n, H (b n) = (E n : ℂ) • b n) (n : ι) (v : V) :
    ⟪b n, H v⟫_ℂ = (E n : ℂ) * ⟪b n, v⟫_ℂ := by
  classical
  calc ⟪b n, H v⟫_ℂ = ⟪b n, H (∑ k, ⟪b k, v⟫_ℂ • b k)⟫_ℂ := by rw [b.sum_repr' v]
    _ = (E n : ℂ) * ⟪b n, v⟫_ℂ := by
      simp only [map_sum, map_smul, hH, inner_sum, inner_smul_right,
        orthonormal_iff_ite.mp b.orthonormal]
      simp [mul_comm]
```

Multiplying out, $[X,[H,X]]=2XHX-X^2H-HX^2$. Let $X$ be Hermitian, which is `X.IsSymmetric`: $\langle Xv,w\rangle=\langle v,Xw\rangle$. A resolution of the identity between the factors of $X$ gives
$$\langle b_m,XHXb_m\rangle=\sum_nE_n|X_{nm}|^2,\qquad \langle b_m,X^2b_m\rangle=\sum_n|X_{nm}|^2 .$$
Both $X^2H$ and $HX^2$ contribute $E_m\langle b_m,X^2b_m\rangle$, so
$$\tfrac12\langle b_m,[X,[H,X]]b_m\rangle=\sum_n(E_n-E_m)|X_{nm}|^2=S_m .$$
In the proof, `h1` and `h2` are the two insertions, `h3` splits $S_m$, and `h4` lets the leftmost $H$ act on $b_m$.

```lean
/-- For Hermitian `X`, the energy-weighted sum out of level `m` is half the expectation value of the
double commutator `[X, [H, X]]` in that level. -/
theorem sum_rule (b : OrthonormalBasis ι ℂ V) {E : ι → ℝ} {H X : Module.End ℂ V}
    (hH : ∀ n, H (b n) = (E n : ℂ) • b n) (hX : X.IsSymmetric) (m : ι) :
    (weightedSum b E X m : ℂ) = ⟪b m, comm X (comm H X) (b m)⟫_ℂ / 2 := by
  have hs : ∀ n, ⟪X (b m), b n⟫_ℂ * ⟪b n, X (b m)⟫_ℂ = (strength b X n m : ℂ) := by
    intro n
    rw [← inner_conj_symm (X (b m)) (b n), Complex.conj_mul']
    simp [strength]
  -- insert the resolution of the identity between the two factors of X
  have h1 : ⟪b m, X (H (X (b m)))⟫_ℂ = ∑ n, (E n : ℂ) * (strength b X n m : ℂ) := by
    rw [← hX (b m) (H (X (b m))), ← b.sum_inner_mul_inner]
    refine Finset.sum_congr rfl fun n _ => ?_
    rw [inner_eigen b hH, ← hs n]
    ring
  have h2 : ⟪b m, X (X (b m))⟫_ℂ = ∑ n, (strength b X n m : ℂ) := by
    rw [← hX (b m) (X (b m)), ← b.sum_inner_mul_inner]
    exact Finset.sum_congr rfl fun n _ => hs n
  have h3 : (weightedSum b E X m : ℂ) = ∑ n, (E n : ℂ) * (strength b X n m : ℂ)
      - (E m : ℂ) * ∑ n, (strength b X n m : ℂ) := by
    simp only [weightedSum, Complex.ofReal_sum, Complex.ofReal_mul, Complex.ofReal_sub,
      sub_mul, Finset.sum_sub_distrib, Finset.mul_sum]
  have h4 := inner_eigen b hH m (X (X (b m)))
  simp only [comm, LinearMap.sub_apply, Module.End.mul_apply, map_sub, inner_sub_right,
    hH, map_smul, inner_smul_right]
  rw [h4, h1, h2, h3]
  ring
```

## Exchanging initial and final levels

Hermiticity gives $|X_{nm}|=|X_{mn}|$. Renaming the summation indices then yields, for any real weight $f$,
$$\sum_{m,n}f(m,n)|X_{nm}|^2=\sum_{m,n}f(n,m)|X_{nm}|^2 .$$
`Finset.sum_comm` does the renaming and `hsymm` supplies the symmetry.

```lean
/-- For Hermitian `X`, initial and final levels may be exchanged in the weight of a double
sum over line strengths. -/
theorem sum_exchange (b : OrthonormalBasis ι ℂ V) {X : Module.End ℂ V}
    (hX : X.IsSymmetric) (f : ι → ι → ℝ) :
    ∑ m, ∑ n, f m n * strength b X n m = ∑ m, ∑ n, f n m * strength b X n m := by
  have hsymm : ∀ n m, strength b X n m = strength b X m n := by
    intro n m
    unfold strength
    rw [← hX (b n) (b m), norm_inner_symm]
  rw [Finset.sum_comm]
  refine Finset.sum_congr rfl fun i _ => Finset.sum_congr rfl fun j _ => ?_
  rw [hsymm i j]
```

With $f(m,n)=E_n-E_m$ the exchange reverses the sign, so $\sum_mS_m=-\sum_mS_m=0$.

Without Hermiticity the total need not vanish. Take two levels with energies 0 and 1, and let $Xb_0=b_1$, $Xb_1=0$. Then $S_0=1$ and $S_1=0$, with total 1.

```lean
/-- For Hermitian `X`, the energy-weighted sums cancel when summed over all initial levels. -/
theorem total_eq_zero (b : OrthonormalBasis ι ℂ V) (E : ι → ℝ) {X : Module.End ℂ V}
    (hX : X.IsSymmetric) : ∑ m, weightedSum b E X m = 0 := by
  have h := sum_exchange b hX (fun m n => E n - E m)
  have h' : ∑ m, ∑ n, (E m - E n) * strength b X n m
      = -∑ m, ∑ n, (E n - E m) * strength b X n m := by
    simp only [← Finset.sum_neg_distrib]
    refine Finset.sum_congr rfl fun m _ => Finset.sum_congr rfl fun n _ => ?_
    ring
  simp only [weightedSum]
  linarith
```

With $f(m,n)=E_m(E_n-E_m)$, averaging the two forms of the double sum gives
$$\sum_mE_mS_m=\tfrac12\sum_{m,n}\big[E_m(E_n-E_m)+E_n(E_m-E_n)\big]|X_{nm}|^2=-\tfrac12\sum_{m,n}(E_n-E_m)^2|X_{nm}|^2 .$$
Here `h'` is the algebra inside the bracket.

```lean
/-- For Hermitian `X`, weighting each energy-weighted sum by the energy of its initial level and
adding over the levels gives minus one half of the total line strength weighted by squared
transition energies. -/
theorem energy_moment (b : OrthonormalBasis ι ℂ V) (E : ι → ℝ) {X : Module.End ℂ V}
    (hX : X.IsSymmetric) :
    ∑ m, E m * weightedSum b E X m
      = -(1 / 2) * ∑ m, ∑ n, (E n - E m) ^ 2 * strength b X n m := by
  have h := sum_exchange b hX (fun m n => E m * (E n - E m))
  have h0 : ∑ m, E m * weightedSum b E X m
      = ∑ m, ∑ n, E m * (E n - E m) * strength b X n m := by
    simp only [weightedSum, Finset.mul_sum, mul_assoc]
  have h' : ∑ m, ∑ n, E m * (E n - E m) * strength b X n m
      + ∑ m, ∑ n, E n * (E m - E n) * strength b X n m
      = -∑ m, ∑ n, (E n - E m) ^ 2 * strength b X n m := by
    simp only [← Finset.sum_neg_distrib, ← Finset.sum_add_distrib]
    refine Finset.sum_congr rfl fun m _ => Finset.sum_congr rfl fun n _ => ?_
    ring
  linarith
```

## What a constant sum implies

If $S_m=c$ for all $d\ge1$ levels, then $dc=0$, so $c=0$. `Nonempty ι` provides the one level needed.

```lean
/-- In finite dimension, a Thomas-Reiche-Kuhn constant common to all levels is zero. -/
theorem constant_eq_zero [Nonempty ι] (b : OrthonormalBasis ι ℂ V) (E : ι → ℝ)
    {X : Module.End ℂ V} (hX : X.IsSymmetric) {c : ℝ}
    (hc : ∀ m, weightedSum b E X m = c) : c = 0 := by
  have h := total_eq_zero b E hX
  simpa [hc] using h
```

If $[X,[H,X]]=k\,\mathbb 1$, the sum rule gives $S_m=k/2$ for every $m$, because $b_m$ is normalised. The total is $dk/2=0$, so $k=0$.

```lean
/-- In finite dimension, a double commutator `[X, [H, X]]` that is a multiple of the identity
is zero. -/
theorem scalar_double_commutator [Nonempty ι] (b : OrthonormalBasis ι ℂ V) {E : ι → ℝ}
    {H X : Module.End ℂ V} (hH : ∀ n, H (b n) = (E n : ℂ) • b n) (hX : X.IsSymmetric)
    {k : ℂ} (hk : comm X (comm H X) = k • 1) : k = 0 := by
  have hm : ∀ m, (weightedSum b E X m : ℂ) = k / 2 := by
    intro m
    rw [sum_rule b hH hX m, hk, LinearMap.smul_apply, Module.End.one_apply,
      inner_smul_right, inner_self_eq_norm_sq_to_K, b.orthonormal.1 m]
    simp
  have h := congrArg (fun r : ℝ => (r : ℂ)) (total_eq_zero b E hX)
  simpa [hm] using h
```

A constant $S_m$ forces more. Since $c=0$, the left side of the energy-moment identity vanishes, and so does each non-negative term $(E_n-E_m)^2|X_{nm}|^2$. Therefore
$$\langle b_n,[H,X]b_m\rangle=(E_n-E_m)X_{nm}=0$$
for all $n,m$, and $H$ commutes with $X$: only amplitudes between levels of equal energy survive. Conversely, $[H,X]=0$ makes every $S_m$ zero by the sum rule. In the proof, `hz` is the vanishing double sum, and `hw` treats the cases $E_n=E_m$ and $X_{nm}=0$.

```lean
/-- For Hermitian `X`, the energy-weighted sum is the same for every level exactly when `X` commutes
with the Hamiltonian. -/
theorem constant_iff_commute (b : OrthonormalBasis ι ℂ V) {E : ι → ℝ}
    {H X : Module.End ℂ V} (hH : ∀ n, H (b n) = (E n : ℂ) • b n) (hX : X.IsSymmetric) :
    (∃ c, ∀ m, weightedSum b E X m = c) ↔ comm H X = 0 := by
  constructor
  · rintro ⟨c, hc⟩
    refine b.toBasis.ext fun m => ?_
    have : Nonempty ι := ⟨m⟩
    have hc0 := constant_eq_zero b E hX hc
    have hpos : ∀ i j, 0 ≤ (E j - E i) ^ 2 * strength b X j i := fun i j =>
      mul_nonneg (sq_nonneg _) (sq_nonneg _)
    -- a vanishing sum of non-negative terms
    have hz : ∑ i, ∑ j, (E j - E i) ^ 2 * strength b X j i = 0 := by
      have h := energy_moment b E hX
      simp only [hc, hc0, mul_zero, Finset.sum_const_zero] at h
      linarith
    have hi := (Finset.sum_eq_zero_iff_of_nonneg
      (fun i _ => Finset.sum_nonneg fun j _ => hpos i j)).mp hz m (Finset.mem_univ m)
    have hw : ∀ n, ⟪b n, comm H X (b m)⟫_ℂ = 0 := by
      intro n
      have hn := (Finset.sum_eq_zero_iff_of_nonneg
        (fun j _ => hpos m j)).mp hi n (Finset.mem_univ n)
      have h4 := inner_eigen b hH n (X (b m))
      simp only [comm, LinearMap.sub_apply, Module.End.mul_apply, inner_sub_right,
        hH, map_smul, inner_smul_right]
      rw [h4, ← sub_mul]
      rcases mul_eq_zero.mp hn with h | h
      · have h5 : E n = E m := sub_eq_zero.mp (pow_eq_zero_iff two_ne_zero |>.mp h)
        rw [h5, sub_self, zero_mul]
      · have h5 : ⟪b n, X (b m)⟫_ℂ = 0 :=
          norm_eq_zero.mp (pow_eq_zero_iff two_ne_zero |>.mp h)
        rw [h5, mul_zero]
    rw [OrthonormalBasis.coe_toBasis, LinearMap.zero_apply, ← b.sum_repr' (comm H X (b m))]
    simp only [hw, zero_smul, Finset.sum_const_zero]
  · intro h
    refine ⟨0, fun m => ?_⟩
    have hs := sum_rule b hH hX m
    rw [h] at hs
    simpa [comm] using hs
```

## Three oscillator levels

A $3\times3$ matrix acts on state vectors by multiplication.

```lean
/-- The operator on three-level state vectors given by a matrix. -/
def matrixOp (A : Matrix (Fin 3) (Fin 3) ℂ) : Module.End ℂ (EuclideanSpace ℂ (Fin 3)) where
  toFun v := WithLp.toLp 2 (A *ᵥ v.ofLp)
  map_add' v w := by simp [Matrix.mulVec_add]
  map_smul' c v := by simp [Matrix.mulVec_smul]
```

For $X=a+a^\dagger$ cut to three levels, the nonzero elements are $X_{01}=X_{10}=1$ and $X_{12}=X_{21}=\sqrt2$.

```lean
/-- The matrix of `a + a†` for a harmonic oscillator cut to its three lowest levels. -/
def ladderX : Matrix (Fin 3) (Fin 3) ℂ :=
  !![0, 1, 0; 1, 0, (√2 : ℝ); 0, (√2 : ℝ), 0]
```

With energies 0, 1, 2 in units of $\hbar\omega$, measured from the ground state,
$$S_0=1,\qquad S_1=-1+2=1,\qquad S_2=-2 .$$
The lower levels keep the value 1 of the full oscillator, and the top level compensates. The theorem also confirms the eigenvalue equations and the Hermiticity of $X$; `he` identifies line strengths with squared matrix entries.

```lean
/-- For the three-level oscillator with energies 0, 1, 2 and `X = a + a†`, the
energy-weighted sums are 1, 1 and -2. -/
theorem oscillator_witness :
    (∀ n, matrixOp !![0, 0, 0; 0, 1, 0; 0, 0, 2] (EuclideanSpace.basisFun (Fin 3) ℂ n)
      = ((![0, 1, 2] n : ℝ) : ℂ) • EuclideanSpace.basisFun (Fin 3) ℂ n) ∧
    (matrixOp ladderX).IsSymmetric ∧
    ∀ m, weightedSum (EuclideanSpace.basisFun (Fin 3) ℂ) ![0, 1, 2] (matrixOp ladderX) m
      = ![1, 1, -2] m := by
  refine ⟨fun n => ?_, fun v w => ?_, fun m => ?_⟩
  · ext i
    fin_cases n <;> fin_cases i <;>
      simp [matrixOp, EuclideanSpace.basisFun_apply, Matrix.vecHead, Matrix.vecTail]
  · simp [matrixOp, ladderX, PiLp.inner_apply, Fin.sum_univ_three, dotProduct]
    ring
  · have he : ∀ i j, strength (EuclideanSpace.basisFun (Fin 3) ℂ) (matrixOp ladderX) i j
        = ‖ladderX i j‖ ^ 2 := by
      intro i j
      simp [strength, matrixOp, EuclideanSpace.basisFun_apply, EuclideanSpace.inner_single_left]
    simp only [weightedSum, he, Fin.sum_univ_three]
    fin_cases m <;> simp [ladderX] <;> norm_num

end

end FiniteSumRule
```

```lean
#print axioms FiniteSumRule.constant_eq_zero
#print axioms FiniteSumRule.scalar_double_commutator
#print axioms FiniteSumRule.constant_iff_commute
```

```
'FiniteSumRule.constant_eq_zero' depends on axioms: [propext, Classical.choice, Quot.sound]
'FiniteSumRule.scalar_double_commutator' depends on axioms: [propext, Classical.choice, Quot.sound]
'FiniteSumRule.constant_iff_commute' depends on axioms: [propext, Classical.choice, Quot.sound]
```

For spectra computed in a finite basis with a Hermitian $X$, at least one level must violate a sum rule with a non-zero constant, so the mere presence of a violation is no evidence of a coding error. A violation at a particular level may still point to one. The highest level always misses a positive constant, because no term in its sum is positive. The theorems do not say which other levels deviate, or whether and how fast the low ones converge as the basis grows.
